# The scalar product of two equal-rank tensor operators conserves J and M

## Components labelled by all integers

A rank-$k$ tensor operator has $2k+1$ components, but the ladder rules mention neighbours $q\pm1$ that may lie outside the range. Here the components form a function on all integers, and the rules are required only for $-k\le q\le k$. Values outside the range are arbitrary, because their ladder coefficients vanish.

Let $J_z,J_+,J_-$ be elements of a complex algebra, with $\hbar=1$, and set
$$c(q,q')=\sqrt{k(k+1)-qq'} .$$
The tensor operator $T$ satisfies
$$[J_z,T_q]=qT_q,\qquad [J_\pm,T_q]=c(q,q\pm1)\,T_{q\pm1},$$
and so does $U$. Physically, the components transform under rotations like the states $|k,q\rangle$. The scalar product is
$$S=\sum_{q=-k}^{k}(-1)^q\,T_qU_{-q}.$$

## Why the commutators cancel

For $J_z$, the product rule gives $[J_z,T_qU_{-q}]=(q-q)T_qU_{-q}=0$. For $J_+$ it gives
$$[J_+,T_qU_{-q}]=c(q,q+1)T_{q+1}U_{-q}+c(-q,1-q)T_qU_{1-q}.$$
Since $c(-q,1-q)=c(q-1,q)$, this is $f(q)+f(q+1)$ with $f(q)=c(q-1,q)\,T_qU_{1-q}$. The alternating sum telescopes:
$$[J_+,S]=(-1)^{-k}f(-k)-(-1)^{k+1}f(k+1)=0,$$
because $c(-k-1,-k)=c(k,k+1)=0$. For $J_-$ the same argument works with $f(q)=c(q,q-1)\,T_{q-1}U_{-q}$, whose edge coefficients are $c(-k,-k-1)=c(k+1,k)=0$. Finally, $S$ commutes with $J^2=J_z^2+\tfrac12(J_+J_-+J_-J_+)$, which is built from these generators.

The sign $(-1)^q$ is easily lost. Without it the interior terms add, leaving $2\sum_{q=-k+1}^{k}f(q)$, which is not zero in general.

For $k=0$ the sum is $T_0U_0$, and the rules say that each factor already commutes with all three generators.

## From commutators to a selection rule

Let $X$ be a Hermitian matrix commuting with $S$, with $Xu=au$, $Xv=bv$ and $a,b$ real. Evaluating $\langle u|XS|v\rangle$ both ways gives $(a-b)\langle u|S|v\rangle=0$. Taking $X=J_z$ settles $m\ne m'$. For $X=J^2$,
$$j(j+1)-j'(j'+1)=(j-j')(j+j'+1),$$
and the last factor is positive when $j,j'\ge0$, so different $j$ means different eigenvalues.

A spin–orbit term proportional to $\mathbf L\cdot\mathbf S$ in a finite-basis atomic model has this form with $k=1$, provided that the orbital angular momentum $\mathbf L$ and the spin $\mathbf S$ (not the scalar product $S$) are rank-one tensors under the total angular momentum; that coupled construction is not carried out below.

## What the Lean statements say

`IsTensorOperator` records the three commutation rules, `ladderCoeff` is $c$, and `casimir` is $J^2$. `scalarProduct_commute` holds in any complex algebra and does not assume the commutation relations among the generators themselves.

`scalarProduct_selection_rule` concerns finite matrices, with $J_z$ and $J^2$ assumed Hermitian. The vectors `u` and `v` are joint eigenvectors with labels $(j,m)$ and $(j',m')$; they need not be normalised. The labels are real with $j,j'\ge0$, and they need not be integers or half-integers. The expression `star u ⬝ᵥ (scalarProduct k T U *ᵥ v)` is $\langle u|S|v\rangle$. Operators on infinite-dimensional spaces are not covered by this second theorem.

```lean
import Mathlib

open Matrix

namespace ScalarProductOfTensorOperators

noncomputable section

variable {A : Type*} [Ring A] [Algebra ℂ A]

local notation "r₂" => ((Real.sqrt 2 : ℝ) : ℂ)

/-- The ladder coefficient `sqrt (k(k+1) - q q')` between neighbouring components `q` and `q'`. -/
def ladderCoeff (k : ℕ) (q q' : ℤ) : ℂ :=
  (Real.sqrt ((k : ℝ) * (k + 1) - (q : ℝ) * (q' : ℝ)) : ℝ)

/-- `T` is a spherical tensor operator of rank `k` with respect to `Jz`, `J₊`, `J₋`. -/
structure IsTensorOperator (Jz Jp Jm : A) (k : ℕ) (T : ℤ → A) : Prop where
  weight : ∀ q ∈ Finset.Icc (-(k : ℤ)) k, Jz * T q - T q * Jz = (q : ℂ) • T q
  raise : ∀ q ∈ Finset.Icc (-(k : ℤ)) k,
    Jp * T q - T q * Jp = ladderCoeff k q (q + 1) • T (q + 1)
  lower : ∀ q ∈ Finset.Icc (-(k : ℤ)) k,
    Jm * T q - T q * Jm = ladderCoeff k q (q - 1) • T (q - 1)

/-- The scalar product `∑ (-1)^q T_q U_{-q}` of two tensor operators of rank `k`. -/
def scalarProduct (k : ℕ) (T U : ℤ → A) : A :=
  ∑ q ∈ Finset.Icc (-(k : ℤ)) k, ((-1 : ℂ) ^ q) • (T q * U (-q))

/-- The squared angular momentum `J² = Jz² + (J₊J₋ + J₋J₊)/2`. -/
def casimir (Jz Jp Jm : A) : A := Jz * Jz + (1 / 2 : ℂ) • (Jp * Jm + Jm * Jp)

/-- If the commutator of `X` with each `T_q U_{-q}` is `f q + f (q+1)` and `f` vanishes at both
edges, then `X` commutes with the scalar product. -/
theorem commute_of_telescoping (k : ℕ) (T U : ℤ → A) (X : A) (f : ℤ → A)
    (h : ∀ q ∈ Finset.Icc (-(k : ℤ)) k, (X * T q - T q * X) * U (-q)
      + T q * (X * U (-q) - U (-q) * X) = f q + f (q + 1))
    (h0 : f (-(k : ℤ)) = 0) (h1 : f ((k : ℤ) + 1) = 0) :
    Commute X (scalarProduct k T U) := by
  have tel : ∀ (g : ℤ → A) (a : ℤ) (n : ℕ),
      ∑ q ∈ Finset.Icc a (a + n), (g q - g (q + 1)) = g a - g (a + n + 1) := by
    intro g a n
    induction n with
    | zero => simp
    | succ n ih =>
      have hs : Finset.Icc a (a + ((n + 1 : ℕ) : ℤ))
          = insert (a + n + 1) (Finset.Icc a (a + n)) := by
        ext x
        simp only [Finset.mem_insert, Finset.mem_Icc]
        omega
      rw [hs, Finset.sum_insert (by rw [Finset.mem_Icc]; omega), ih,
        show a + ((n + 1 : ℕ) : ℤ) + 1 = a + n + 1 + 1 by push_cast; ring]
      abel
  have key := tel (fun q => ((-1 : ℂ) ^ q) • f q) (-(k : ℤ)) (2 * k)
  rw [show -(k : ℤ) + ((2 * k : ℕ) : ℤ) = k by push_cast; ring] at key
  simp only [h0, h1, smul_zero, sub_zero] at key
  apply sub_eq_zero.mp
  rw [← key, scalarProduct, Finset.mul_sum, Finset.sum_mul, ← Finset.sum_sub_distrib]
  refine Finset.sum_congr rfl fun q hq => ?_
  -- the product rule, followed by the alternating sign
  rw [mul_smul_comm, smul_mul_assoc, ← smul_sub,
    show X * (T q * U (-q)) - T q * U (-q) * X = f q + f (q + 1) by
      rw [← h q hq]; noncomm_ring,
    zpow_add_one₀ (by norm_num : (-1 : ℂ) ≠ 0)]
  module

/-- The scalar product of two tensor operators of equal rank commutes with `Jz`, `J₊`, `J₋`
and `J²`. -/
theorem scalarProduct_commute {Jz Jp Jm : A} {k : ℕ} {T U : ℤ → A}
    (hT : IsTensorOperator Jz Jp Jm k T) (hU : IsTensorOperator Jz Jp Jm k U) :
    Commute Jz (scalarProduct k T U) ∧ Commute Jp (scalarProduct k T U) ∧
    Commute Jm (scalarProduct k T U) ∧ Commute (casimir Jz Jp Jm) (scalarProduct k T U) := by
  have hn : ∀ q ∈ Finset.Icc (-(k : ℤ)) k, -q ∈ Finset.Icc (-(k : ℤ)) k := by
    intro q hq
    rw [Finset.mem_Icc] at *
    omega
  -- the ladder ends at the extreme components
  have edge : ∀ a b : ℤ, a * b = k * (k + 1) → ladderCoeff k a b = 0 := by
    intro a b h
    have h' : (a : ℝ) * b = k * (k + 1) := by exact_mod_cast h
    simp [ladderCoeff, h']
  have hz : Commute Jz (scalarProduct k T U) := by
    refine commute_of_telescoping k T U Jz (fun _ => 0) (fun q hq => ?_) rfl rfl
    rw [hT.weight q hq, hU.weight _ (hn q hq)]
    simp
  have hp : Commute Jp (scalarProduct k T U) := by
    refine commute_of_telescoping k T U Jp
      (fun q => ladderCoeff k (q - 1) q • (T q * U (1 - q))) (fun q hq => ?_) ?_ ?_
    · have e : ladderCoeff k (-q) (1 - q) = ladderCoeff k (q - 1) q := by
        unfold ladderCoeff; push_cast; ring_nf
      rw [hT.raise q hq, hU.raise _ (hn q hq), show -q + 1 = 1 - q by ring, e,
        show q + 1 - 1 = q by ring, show 1 - (q + 1) = -q by ring,
        smul_mul_assoc, mul_smul_comm, add_comm]
    all_goals rw [edge _ _ (by ring), zero_smul]
  have hm : Commute Jm (scalarProduct k T U) := by
    refine commute_of_telescoping k T U Jm
      (fun q => ladderCoeff k q (q - 1) • (T (q - 1) * U (-q))) (fun q hq => ?_) ?_ ?_
    · have e : ladderCoeff k (-q) (-q - 1) = ladderCoeff k (q + 1) q := by
        unfold ladderCoeff; push_cast; ring_nf
      rw [hT.lower q hq, hU.lower _ (hn q hq), e,
        show q + 1 - 1 = q by ring, show -(q + 1) = -q - 1 by ring,
        smul_mul_assoc, mul_smul_comm]
    all_goals rw [edge _ _ (by ring), zero_smul]
  exact ⟨hz, hp, hm, (hz.mul_left hz).add_left
    (((hp.mul_left hm).add_left (hm.mul_left hp)).smul_left _)⟩

/-- For matrices with `Jz` and `J²` Hermitian, the scalar product has no matrix element between
joint eigenvectors that differ in `J` or in `M`. -/
theorem scalarProduct_selection_rule {n : Type*} [Fintype n] [DecidableEq n]
    {Jz Jp Jm : Matrix n n ℂ} {k : ℕ} {T U : ℤ → Matrix n n ℂ}
    (hT : IsTensorOperator Jz Jp Jm k T) (hU : IsTensorOperator Jz Jp Jm k U)
    (hz : Jz.IsHermitian) (hJ : (casimir Jz Jp Jm).IsHermitian)
    {j j' m m' : ℝ} (hj : 0 ≤ j) (hj' : 0 ≤ j') {u v : n → ℂ}
    (hu : casimir Jz Jp Jm *ᵥ u = ((j * (j + 1) : ℝ) : ℂ) • u) (hum : Jz *ᵥ u = (m : ℂ) • u)
    (hv : casimir Jz Jp Jm *ᵥ v = ((j' * (j' + 1) : ℝ) : ℂ) • v)
    (hvm : Jz *ᵥ v = (m' : ℂ) • v) (hne : j ≠ j' ∨ m ≠ m') :
    star u ⬝ᵥ (scalarProduct k T U *ᵥ v) = 0 := by
  obtain ⟨cz, -, -, cJ⟩ := scalarProduct_commute hT hU
  -- a conserved Hermitian X gives (a - b) ⟨u|S|v⟩ = 0
  have key : ∀ (X : Matrix n n ℂ) (a b : ℝ), X.IsHermitian →
      Commute X (scalarProduct k T U) → X *ᵥ u = (a : ℂ) • u → X *ᵥ v = (b : ℂ) • v →
      a ≠ b → star u ⬝ᵥ (scalarProduct k T U *ᵥ v) = 0 := by
    intro X a b hX hc ha hb hab
    have h1 : star u ᵥ* X = (a : ℂ) • star u := by
      have h := congrArg star ha
      rw [Matrix.star_mulVec, hX.eq] at h
      simpa [star_smul] using h
    have h2 : X *ᵥ (scalarProduct k T U *ᵥ v) = (b : ℂ) • (scalarProduct k T U *ᵥ v) := by
      rw [Matrix.mulVec_mulVec, hc.eq, ← Matrix.mulVec_mulVec, hb, Matrix.mulVec_smul]
    have h3 := Matrix.dotProduct_mulVec (star u) X (scalarProduct k T U *ᵥ v)
    rw [h1, h2, dotProduct_smul, smul_dotProduct, smul_eq_mul, smul_eq_mul] at h3
    have h4 : ((a : ℂ) - b) * (star u ⬝ᵥ (scalarProduct k T U *ᵥ v)) = 0 := by
      linear_combination -h3
    exact (mul_eq_zero.mp h4).resolve_left (sub_ne_zero.mpr (by exact_mod_cast hab))
  rcases hne with h | h
  · refine key _ _ _ hJ cJ hu hv fun e => h ?_
    have h5 : (j - j') * (j + j' + 1) = 0 := by linear_combination e
    rcases mul_eq_zero.mp h5 with h6 | h6 <;> linarith
  · exact key _ _ _ hz cz hum hvm h

/-- The spherical components `-V₊/√2`, `Vz`, `V₋/√2` of a vector operator. -/
def spherical (Vz Vp Vm : A) (q : ℤ) : A :=
  if q = 1 then (-(r₂ / 2)) • Vp else if q = 0 then Vz else if q = -1 then (r₂ / 2) • Vm else 0

/-- An angular momentum is a tensor operator of rank one with respect to itself. -/
theorem angularMomentum_isTensorOperator {Jz Jp Jm : A} (zp : Jz * Jp - Jp * Jz = Jp)
    (zm : Jz * Jm - Jm * Jz = -Jm) (pm : Jp * Jm - Jm * Jp = (2 : ℂ) • Jz) :
    IsTensorOperator Jz Jp Jm 1 (spherical Jz Jp Jm) := by
  have hs : r₂ * r₂ = 2 := by
    rw [← Complex.ofReal_mul, Real.mul_self_sqrt (by norm_num)]; norm_num
  have t1 : spherical Jz Jp Jm 1 = (-(r₂ / 2)) • Jp := by simp [spherical]
  have t0 : spherical Jz Jp Jm 0 = Jz := by simp [spherical]
  have tm : spherical Jz Jp Jm (-1) = (r₂ / 2) • Jm := by simp [spherical]
  have hq3 : ∀ q ∈ Finset.Icc (-((1 : ℕ) : ℤ)) ((1 : ℕ) : ℤ), q = -1 ∨ q = 0 ∨ q = 1 := by
    intro q hq
    rw [Finset.mem_Icc] at hq
    omega
  refine ⟨fun q hq => ?_, fun q hq => ?_, fun q hq => ?_⟩ <;> rcases hq3 q hq with rfl | rfl | rfl
  · rw [tm, mul_smul_comm, smul_mul_assoc, ← smul_sub, zm]
    push_cast
    module
  · simp [t0]
  · rw [t1, mul_smul_comm, smul_mul_assoc, ← smul_sub, zp]
    push_cast
    module
  · rw [show (-1 : ℤ) + 1 = 0 by norm_num, show ladderCoeff 1 (-1) 0 = r₂ by norm_num [ladderCoeff],
      tm, t0, mul_smul_comm, smul_mul_assoc, ← smul_sub, pm]
    module
  · rw [show (0 : ℤ) + 1 = 1 by norm_num, show ladderCoeff 1 0 1 = r₂ by norm_num [ladderCoeff],
      t0, t1, smul_smul, show r₂ * (-(r₂ / 2)) = -1 by linear_combination (-1 / 2 : ℂ) * hs,
      neg_one_smul, ← neg_sub, zp]
  · rw [show ladderCoeff 1 1 (1 + 1) = 0 by norm_num [ladderCoeff], zero_smul, t1,
      mul_smul_comm, smul_mul_assoc, sub_self]
  · rw [show ladderCoeff 1 (-1) (-1 - 1) = 0 by norm_num [ladderCoeff], zero_smul, tm,
      mul_smul_comm, smul_mul_assoc, sub_self]
  · rw [show (0 : ℤ) - 1 = -1 by norm_num, show ladderCoeff 1 0 (-1) = r₂ by norm_num [ladderCoeff],
      t0, tm, smul_smul, show r₂ * (r₂ / 2) = 1 by linear_combination (1 / 2 : ℂ) * hs,
      one_smul, ← neg_sub, zm, neg_neg]
  · rw [show (1 : ℤ) - 1 = 0 by norm_num, show ladderCoeff 1 1 0 = r₂ by norm_num [ladderCoeff],
      t1, t0, mul_smul_comm, smul_mul_assoc, ← smul_sub, ← neg_sub, pm]
    module

/-- The spin-1/2 matrix `Sz`. -/
def sz : Matrix (Fin 2) (Fin 2) ℂ := !![1 / 2, 0; 0, -1 / 2]

/-- The spin-1/2 raising matrix `S₊`. -/
def sp : Matrix (Fin 2) (Fin 2) ℂ := !![0, 1; 0, 0]

/-- The spin-1/2 lowering matrix `S₋`. -/
def sm : Matrix (Fin 2) (Fin 2) ℂ := !![0, 0; 1, 0]

/-- The spin-1/2 matrices form a rank-one tensor operator with respect to themselves, and their
`Sz` and `S²` are Hermitian. -/
theorem spinHalf_witness : IsTensorOperator sz sp sm 1 (spherical sz sp sm) ∧
    sz.IsHermitian ∧ (casimir sz sp sm).IsHermitian := by
  have hz : szᴴ = sz := by
    ext i j
    fin_cases i <;> fin_cases j <;> simp [sz]
  have hp : sm = spᴴ := by
    ext i j
    fin_cases i <;> fin_cases j <;> simp [sp, sm]
  refine ⟨angularMomentum_isTensorOperator ?_ ?_ ?_, hz, ?_⟩
  case refine_4 => simp [Matrix.IsHermitian, casimir, hz, hp]
  all_goals
    ext i j
    fin_cases i <;> fin_cases j <;>
      norm_num [sz, sp, sm, Matrix.mul_apply, Fin.sum_univ_two]

end

end ScalarProductOfTensorOperators
```

```lean
#print axioms ScalarProductOfTensorOperators.scalarProduct_commute
#print axioms ScalarProductOfTensorOperators.scalarProduct_selection_rule
```

```
'ScalarProductOfTensorOperators.scalarProduct_commute' depends on axioms: [propext, Classical.choice, Quot.sound]
'ScalarProductOfTensorOperators.scalarProduct_selection_rule' depends on axioms: [propext, Classical.choice, Quot.sound]
```

## How the proof follows the calculation

`commute_of_telescoping` isolates the cancellation. Its inner statement `tel` proves the telescoping sum by induction on the length of the interval; `noncomm_ring` then checks the product rule without exchanging $T$ and $U$.

`scalarProduct_commute` supplies the function $f$ for each generator. The equations named `e` match the two ladder coefficients, and `edge` makes the end terms vanish. The result for $J^2$ follows from closure of `Commute` under products, sums and scalar multiples.

In the selection rule, `key` is the argument for a general Hermitian $X$: `h1` moves $X$ onto the left vector, `h2` moves it through $S$ onto the right one, and `h4` is the product that must vanish. The factorisation in $j$ and $j'$ appears as `h5`.

`angularMomentum_isTensorOperator` checks the nine rank-one rules for the components $-J_+/\sqrt2,\ J_z,\ J_-/\sqrt2$, now using the angular momentum commutation relations. `spinHalf_witness` applies it to the explicit $2\times2$ spin matrices and verifies that the spin component $S_z$ and the squared spin $\mathbf S^2$ are Hermitian.
